# The raising operator of a two-level system is a product of two projectors, but never of two Hermitian ones

For a single two-level system, with the upper state as the first basis vector, the raising operator is the 2×2 complex matrix whose only non-zero entry is a 1 in the upper right corner. The lemma states that it is the product of two explicit idempotent matrices, `!![1, 1; 0, 0]` and `!![0, 0; 0, 1]`, and that it is not the product of any two Hermitian idempotents, that is, of two orthogonal projectors. The attempt leaves the explicit factorisation to `simp`. For the impossibility, it notes that the raising operator squares to zero, so by the preceding lemma a product of two orthogonal projectors equal to it would have to vanish, which its entry 1 forbids.

As first written in Lean, the proof fails:

```lean
import Mathlib

open Matrix
open scoped ComplexOrder

namespace TwoProjectorFactorization

/-- In any finite dimension, if the product of two orthogonal projectors squares to
zero, then the product itself is zero. -/
theorem orthogonal_mul_eq_zero_of_sq {n : Type*} [Fintype n] {P Q : Matrix n n ℂ}
    (hP : P.IsHermitian) (hQ : Q.IsHermitian) (hPP : IsIdempotentElem P)
    (hQQ : IsIdempotentElem Q) (h : (P * Q) * (P * Q) = 0) : P * Q = 0 := by
  have hP2 : P * P = P := hPP
  have hQ2 : Q * Q = Q := hQQ
  -- the positive operator `P Q P` is Hermitian and squares to zero
  have hM : (P * Q) * (P * Q)ᴴ = P * Q * P := by
    rw [Matrix.conjTranspose_mul, hP.eq, hQ.eq, ← Matrix.mul_assoc,
      Matrix.mul_assoc P Q Q, hQ2]
  have hMH : (P * Q * P)ᴴ = P * Q * P := by
    rw [Matrix.conjTranspose_mul, Matrix.conjTranspose_mul, hP.eq, hQ.eq, Matrix.mul_assoc]
  have hMM : (P * Q * P) * (P * Q * P)ᴴ = 0 := by
    rw [hMH]
    calc (P * Q * P) * (P * Q * P) = P * Q * (P * P) * Q * P := by
          simp only [Matrix.mul_assoc]
      _ = (P * Q) * (P * Q) * P := by rw [hP2]; simp only [Matrix.mul_assoc]
      _ = 0 := by rw [h, Matrix.zero_mul]
  have hM0 : P * Q * P = 0 := Matrix.self_mul_conjTranspose_eq_zero.1 hMM
  exact Matrix.self_mul_conjTranspose_eq_zero.1 (hM.trans hM0)

/-- The raising operator of a two-level system is the product of the two displayed
projectors, but it is not a product of two orthogonal projectors. -/
theorem raising_operator_needs_oblique :
    (IsIdempotentElem (!![1, 1; 0, 0] : Matrix (Fin 2) (Fin 2) ℂ) ∧
      IsIdempotentElem (!![0, 0; 0, 1] : Matrix (Fin 2) (Fin 2) ℂ) ∧
      (!![0, 1; 0, 0] : Matrix (Fin 2) (Fin 2) ℂ) = !![1, 1; 0, 0] * !![0, 0; 0, 1]) ∧
    ¬ ∃ P Q : Matrix (Fin 2) (Fin 2) ℂ, P.IsHermitian ∧ Q.IsHermitian ∧
      IsIdempotentElem P ∧ IsIdempotentElem Q ∧ !![0, 1; 0, 0] = P * Q := by
  constructor
  · refine ⟨?_, ?_, ?_⟩ <;> simp [IsIdempotentElem, Matrix.mul_fin_two]
  · rintro ⟨P, Q, hP, hQ, hPP, hQQ, h⟩
    have hsq : (P * Q) * (P * Q) = 0 := by
      rw [← h]
      ext i j
      fin_cases i <;> fin_cases j <;> simp [Matrix.mul_apply, Fin.sum_univ_succ]
    have h0 := orthogonal_mul_eq_zero_of_sq hP hQ hPP hQQ hsq
    rw [← h] at h0
    have h01 := congrFun (congrFun h0 0) 1
    simp at h01

end TwoProjectorFactorization
```

Messages:

```
Main.lean:39:2: error: unsolved goals
case left.refine_1
⊢ 0 = ![0, 0]

case left.refine_2
⊢ 0 = ![0, 0]
Main.lean:39:52: warning: This simp argument is unused:
  Matrix.mul_fin_two

Hint: Omit it from the simp argument list.
  [apply] simp [IsIdempotentElem]

Note: This linter can be disabled with `set_option linter.unusedSimpArgs false`
```

What went wrong. The error concerns the two idempotency claims. `simp` reduces each to `0 = ![0, 0]`, an equation between the zero vector and a vector written out entry by entry. The two sides are equal, but `simp` does not bring them to the same form, and the goals stay open. The warning says that `Matrix.mul_fin_two` was never used, so the product was simplified by other lemmas.

The repair compares entries instead of rows. `unfold IsIdempotentElem` exposes the matrix equation, and `try` lets the step pass on the third goal, where there is nothing to unfold. `ext i j` and the two `fin_cases` then split each equation into its four entries, and `simp` computes each one with `Matrix.mul_apply` and `Fin.sum_univ_succ`. Only equations between numbers remain, so the vector equation no longer arises. The third goal, the factorisation itself, was not among those left open; it takes the new route only because the tactics are applied to all three goals.

The mended proof, as a diff:

```diff
@@ -37,5 +37,6 @@
       IsIdempotentElem P ∧ IsIdempotentElem Q ∧ !![0, 1; 0, 0] = P * Q := by
   constructor
-  · refine ⟨?_, ?_, ?_⟩ <;> simp [IsIdempotentElem, Matrix.mul_fin_two]
+  · refine ⟨?_, ?_, ?_⟩ <;> (try unfold IsIdempotentElem) <;> ext i j <;>
+      fin_cases i <;> fin_cases j <;> simp [Matrix.mul_apply, Fin.sum_univ_succ]
   · rintro ⟨P, Q, hP, hQ, hPP, hQQ, h⟩
     have hsq : (P * Q) * (P * Q) = 0 := by
```
